# A normalised function with overlaps s_i to orthonormal neighbours: the lowest overlap eigenvalue is 1 − √(Σ s_i²)

## Twelve overlaps of 0.28 and an eigenvalue of 0.03?

I treat the neighbours of a central basis function as orthonormal among themselves, so the only off-diagonal elements of my overlap matrix are those between the centre and each neighbour. With one neighbour and an overlap of 0.28, the smallest eigenvalue is a comfortable 0.72. With twelve such neighbours it drops to about 0.03, although no pair of functions overlaps more than before. At 0.30 it is even negative. How can harmless pair overlaps add up to linear dependence, and where is the threshold?

## The squares of the overlaps add up

Your model leaves one choice open: whether to start from functions or from the matrix of their overlaps. I start from the matrix, with arbitrary real overlaps s_i, and connect it to functions afterwards. This matters for your negative eigenvalue, because not every choice of s_i comes from actual functions.

Let S be the overlap matrix and v a coefficient vector, with v_c the coefficient of the central function and v_i that of neighbour i. Then

(S v)_c = v_c + Σ s_i v_i

(S v)_i = s_i v_c + v_i

and the quadratic form of S, which is the squared norm of the function with these coefficients whenever S comes from actual functions, is

vᵀ S v = v_c² + 2 v_c Σ s_i v_i + Σ v_i².

Define r = √(Σ s_i²) and m = √(Σ v_i²). Cauchy–Schwarz gives |Σ s_i v_i| ≤ r m, so

vᵀ S v ≥ v_c² + m² − 2 r |v_c| m
= (1 − r)(v_c² + m²) + r (|v_c| − m)²
≥ (1 − r) vᵀ v.

If S v = μ v with v ≠ 0, the left side is μ vᵀ v, and therefore μ ≥ 1 − r.

The bound is attained. For r ≠ 0 take v_c = −r and v_i = s_i:

(S v)_c = −r + r² = (1 − r)(−r)

(S v)_i = −r s_i + s_i = (1 − r) s_i.

Scaled to unit length, this vector has v_c = −1/√2 and v_i = s_i/(√2 r). Half of its weight is on the centre, and the other half is spread over the neighbours so that all the overlaps act together. For r = 0 the matrix is the identity, and the central function alone is an eigenvector with eigenvalue 1.

So the lowest eigenvalue is 1 − r. Since S is symmetric, it is positive definite exactly when r < 1, that is, when Σ s_i² < 1. For n equal overlaps s,

lowest eigenvalue = 1 − √n |s|, positive definite ⇔ n s² < 1.

For n = 1 this is the familiar 1 − |s| of two functions, and for n = 0 only the central function is left, with eigenvalue 1. At the other end, k² neighbours with overlap 1/k give exactly zero, however large k is.

Your negative eigenvalue is explained by the functions themselves. Let φ be the central function and χ_i the neighbours. Removing from φ its projection on the neighbours leaves

‖φ − Σ s_i χ_i‖² = 1 − 2 Σ s_i² + Σ s_i² = 1 − Σ s_i².

A squared norm cannot be negative, so twelve orthonormal neighbours with overlap 0.30, for which Σ s_i² = 1.08, do not exist. At Σ s_i² = 1 the remainder vanishes and φ is a combination of its neighbours.

In a Gaussian basis calculation, a small eigenvalue of S makes S^(−1/2) large and the orthogonalised basis sensitive to errors; in this finite model with mutually orthogonal neighbours, the sum of squared overlaps measures that danger. The largest overlap alone does not, because the number of neighbours counts as well: for n neighbours the danger is ruled out if the largest |s_i| is well below 1/√n.

Here is the whole argument in Lean.

```lean
import Mathlib

open Matrix

namespace StarOverlapDependence

noncomputable section

variable {ι : Type*} [Fintype ι] [DecidableEq ι]

/-- Model overlap matrix for a normalised central function (`none`) and orthonormal neighbours
(`some i`), with an arbitrary real number `s i` in the place of the overlap between neighbour `i`
and the central function. -/
def starOverlap (s : ι → ℝ) : Matrix (Option ι) (Option ι) ℝ :=
  Matrix.of fun a b =>
    match a, b with
    | none, none => 1
    | none, some j => s j
    | some i, none => s i
    | some i, some j => if i = j then 1 else 0

/-- The collective overlap: the root of the sum of the squared pair overlaps. -/
def coupling {ι : Type*} [Fintype ι] (s : ι → ℝ) : ℝ := √(∑ i, s i ^ 2)

/-- `μ` is the smallest real eigenvalue of the real matrix `A`. -/
def IsLowestEigenvalue {m : Type*} [Fintype m] (A : Matrix m m ℝ) (μ : ℝ) : Prop :=
  IsLeast {x : ℝ | ∃ v : m → ℝ, v ≠ 0 ∧ A *ᵥ v = x • v} μ

omit [DecidableEq ι] in
lemma coupling_sq (s : ι → ℝ) : coupling s ^ 2 = ∑ i, s i ^ 2 :=
  Real.sq_sqrt (Finset.sum_nonneg fun i _ => sq_nonneg (s i))

lemma mulVec_none (s : ι → ℝ) (v : Option ι → ℝ) :
    (starOverlap s *ᵥ v) none = v none + ∑ i, s i * v (some i) := by
  simp [Matrix.mulVec, dotProduct, Fintype.sum_option, starOverlap]

lemma mulVec_some (s : ι → ℝ) (v : Option ι → ℝ) (i : ι) :
    (starOverlap s *ᵥ v) (some i) = s i * v none + v (some i) := by
  simp [Matrix.mulVec, dotProduct, Fintype.sum_option, starOverlap]

omit [Fintype ι] in
/-- For functions in a real inner product space, a normalised central function `φ` and
orthonormal neighbours `χ i` with overlaps `s i` have `starOverlap s` as overlap matrix. -/
theorem gram_eq_starOverlap {E : Type*} [NormedAddCommGroup E] [InnerProductSpace ℝ E]
    {φ : E} {χ : ι → E} {s : ι → ℝ} (hφ : ‖φ‖ = 1) (hχ : Orthonormal ℝ χ)
    (hs : ∀ i, inner ℝ (χ i) φ = s i) :
    Matrix.of (fun a b : Option ι => inner ℝ (a.elim φ χ) (b.elim φ χ)) = starOverlap s := by
  ext a b
  rcases a with _ | i <;> rcases b with _ | j
  · simp [starOverlap, hφ]
  · simp [starOverlap, ← hs j, real_inner_comm]
  · simp [starOverlap, hs i]
  · simpa [starOverlap] using (orthonormal_iff_ite.mp hχ) i j

/-- The quadratic form of `starOverlap s` at a coefficient vector is at least `1 - coupling s` times
the squared length of the coefficient vector. -/
theorem quadratic_form_bound (s : ι → ℝ) (v : Option ι → ℝ) :
    (1 - coupling s) * (v ⬝ᵥ v) ≤ v ⬝ᵥ (starOverlap s *ᵥ v) := by
  have hform : v ⬝ᵥ (starOverlap s *ᵥ v) =
      v none ^ 2 + 2 * (v none * ∑ i, s i * v (some i)) + ∑ i, v (some i) ^ 2 := by
    have h : ∑ i, v (some i) * (s i * v none + v (some i)) =
        v none * ∑ i, s i * v (some i) + ∑ i, v (some i) ^ 2 := by
      rw [Finset.mul_sum, ← Finset.sum_add_distrib]
      exact Finset.sum_congr rfl fun i _ => by ring
    simp only [dotProduct, Fintype.sum_option, mulVec_none, mulVec_some]
    rw [h]
    ring
  have hlen : v ⬝ᵥ v = v none ^ 2 + ∑ i, v (some i) ^ 2 := by
    simp only [dotProduct, Fintype.sum_option, sq]
  have hr : 0 ≤ coupling s := Real.sqrt_nonneg _
  have hm := coupling_sq (fun i => v (some i))
  have hm0 : 0 ≤ coupling (fun i => v (some i)) := Real.sqrt_nonneg _
  -- Cauchy-Schwarz for the coupling between the centre and its neighbours
  have hT : |∑ i, s i * v (some i)| ≤ coupling s * coupling (fun i => v (some i)) := by
    apply abs_le_of_sq_le_sq _ (mul_nonneg hr hm0)
    rw [mul_pow, coupling_sq, coupling_sq]
    exact Finset.sum_mul_sq_le_sq_mul_sq _ _ _
  have hprod := mul_le_mul_of_nonneg_left hT (abs_nonneg (v none))
  rw [← abs_mul] at hprod
  have hneg := neg_abs_le (v none * ∑ i, s i * v (some i))
  -- the arithmetic-geometric inequality, written as a square
  have hsq := mul_nonneg hr (sq_nonneg (|v none| - coupling (fun i => v (some i))))
  have hexp : coupling s * (|v none| - coupling (fun i => v (some i))) ^ 2 =
      coupling s * (v none ^ 2 + ∑ i, v (some i) ^ 2)
        - 2 * (|v none| * (coupling s * coupling (fun i => v (some i)))) := by
    linear_combination coupling s * sq_abs (v none) + coupling s * hm
  rw [hform, hlen]
  linarith

/-- Some nonzero coefficient vector is an eigenvector of the overlap matrix with
eigenvalue `1 - coupling s`. -/
theorem exists_eigenvector (s : ι → ℝ) :
    ∃ v : Option ι → ℝ, v ≠ 0 ∧ starOverlap s *ᵥ v = (1 - coupling s) • v := by
  by_cases hr : coupling s = 0
  · -- without any overlap the central function itself is an eigenvector
    have hsum : ∑ i, s i ^ 2 = 0 := by rw [← coupling_sq, hr]; norm_num
    have hs : ∀ i, s i = 0 := fun i =>
      pow_eq_zero_iff (two_ne_zero) |>.mp
        ((Finset.sum_eq_zero_iff_of_nonneg fun j _ => sq_nonneg (s j)).mp hsum i
          (Finset.mem_univ i))
    refine ⟨fun o => o.elim 1 (fun _ => 0), fun h => ?_, ?_⟩
    · simpa using congrFun h none
    · ext o
      rcases o with _ | i
      · rw [mulVec_none]; simp [hr]
      · rw [mulVec_some]; simp [hs i]
  · -- the antibonding combination of the centre with its neighbours
    refine ⟨fun o => o.elim (-coupling s) s, fun h => hr ?_, ?_⟩
    · simpa using congrFun h none
    · ext o
      rcases o with _ | i
      · rw [mulVec_none]
        have h : ∑ i, s i * s i = coupling s ^ 2 := by
          rw [coupling_sq]
          exact Finset.sum_congr rfl fun i _ => by ring
        simp only [Option.elim, Pi.smul_apply, smul_eq_mul]
        rw [h]
        ring
      · rw [mulVec_some]
        simp only [Option.elim, Pi.smul_apply, smul_eq_mul]
        ring

/-- The smallest eigenvalue of the overlap matrix is one minus the root of the sum of the
squared pair overlaps. -/
theorem lowest_eigenvalue (s : ι → ℝ) :
    IsLowestEigenvalue (starOverlap s) (1 - coupling s) := by
  refine ⟨exists_eigenvector s, ?_⟩
  rintro μ ⟨v, hv, hμ⟩
  have hpos : 0 < v ⬝ᵥ v := by
    simpa using dotProduct_star_self_pos_iff.mpr hv
  have h := quadratic_form_bound s v
  rw [hμ, dotProduct_smul, smul_eq_mul] at h
  exact le_of_mul_le_mul_right h hpos

/-- The overlap matrix is positive definite exactly when the squared pair overlaps sum to
less than one. -/
theorem posDef_iff (s : ι → ℝ) : (starOverlap s).PosDef ↔ ∑ i, s i ^ 2 < 1 := by
  have hr : 0 ≤ coupling s := Real.sqrt_nonneg _
  rw [← coupling_sq, Matrix.posDef_iff_dotProduct_mulVec]
  constructor
  · rintro ⟨-, h⟩
    obtain ⟨v, hv, he⟩ := exists_eigenvector s
    have h1 := h hv
    rw [he, dotProduct_smul, smul_eq_mul, star_trivial] at h1
    have hpos : 0 < v ⬝ᵥ v := by
      simpa using dotProduct_star_self_pos_iff.mpr hv
    have h2 : 0 < 1 - coupling s := pos_of_mul_pos_left h1 hpos.le
    nlinarith
  · intro h
    refine ⟨?_, fun v hv => ?_⟩
    · ext a b
      rcases a with _ | i <;> rcases b with _ | j <;>
        simp [starOverlap, Matrix.conjTranspose_apply, eq_comm]
    · have hpos : 0 < v ⬝ᵥ v := by
        simpa using dotProduct_star_self_pos_iff.mpr hv
      have h2 : 0 < 1 - coupling s := by nlinarith
      rw [star_trivial]
      exact lt_of_lt_of_le (mul_pos h2 hpos) (quadratic_form_bound s v)

/-- With `n` orthonormal neighbours of equal overlap `s`, the smallest eigenvalue is
`1 - √n |s|`, and the overlap matrix is positive definite exactly when `n s² < 1`. -/
theorem equal_overlaps (n : ℕ) (s : ℝ) :
    IsLowestEigenvalue (starOverlap fun _ : Fin n => s) (1 - √n * |s|) ∧
      ((starOverlap fun _ : Fin n => s).PosDef ↔ n * s ^ 2 < 1) := by
  have hsum : ∑ _i : Fin n, s ^ 2 = n * s ^ 2 := by simp
  have hc : coupling (fun _ : Fin n => s) = √n * |s| := by
    rw [coupling, hsum, Real.sqrt_mul (Nat.cast_nonneg n), Real.sqrt_sq_eq_abs]
  refine ⟨hc ▸ lowest_eigenvalue _, ?_⟩
  rw [posDef_iff, hsum]

/-- For every `k ≠ 0`, a centre with `k²` orthonormal neighbours of pair overlap `1/k` has an
overlap matrix whose smallest eigenvalue is zero. -/
theorem small_overlaps_dependent (k : ℕ) (hk : k ≠ 0) :
    IsLowestEigenvalue (starOverlap fun _ : Fin (k ^ 2) => 1 / (k : ℝ)) 0 := by
  have hk' : (k : ℝ) ≠ 0 := Nat.cast_ne_zero.mpr hk
  have h := (equal_overlaps (k ^ 2) (1 / (k : ℝ))).1
  rwa [Nat.cast_pow, Real.sqrt_sq (Nat.cast_nonneg k), abs_of_nonneg (by positivity),
    mul_one_div_cancel hk', sub_self] at h

omit [DecidableEq ι] in
/-- Subtracting from a normalised central function its projection on orthonormal neighbours
leaves a remainder of squared norm one minus the sum of the squared overlaps. -/
theorem remainder_norm_sq {E : Type*} [NormedAddCommGroup E] [InnerProductSpace ℝ E]
    {φ : E} {χ : ι → E} {s : ι → ℝ} (hφ : ‖φ‖ = 1) (hχ : Orthonormal ℝ χ)
    (hs : ∀ i, inner ℝ (χ i) φ = s i) :
    ‖φ - ∑ i, s i • χ i‖ ^ 2 = 1 - ∑ i, s i ^ 2 := by
  have h1 : inner ℝ φ (∑ i, s i • χ i) = ∑ i, s i ^ 2 := by
    rw [inner_sum]
    refine Finset.sum_congr rfl fun i _ => ?_
    rw [inner_smul_right, real_inner_comm, hs i, sq]
  have h2 : ‖∑ i, s i • χ i‖ ^ 2 = ∑ i, s i ^ 2 := by
    rw [← real_inner_self_eq_norm_sq, hχ.inner_sum]
    exact Finset.sum_congr rfl fun i _ => by simp [sq]
  rw [norm_sub_sq_real, h1, h2, hφ]
  ring

/-- In four-dimensional Euclidean space the vector with all components `1/2` is normalised
and has overlap `1/2` with each of the four orthonormal coordinate vectors. -/
theorem remainder_norm_sq_witness :
    ‖(WithLp.toLp 2 (fun _ => 1 / 2) : EuclideanSpace ℝ (Fin 4))‖ = 1 ∧
      Orthonormal ℝ (EuclideanSpace.basisFun (Fin 4) ℝ) ∧
      ∀ i, inner ℝ (EuclideanSpace.basisFun (Fin 4) ℝ i)
        (WithLp.toLp 2 (fun _ => 1 / 2) : EuclideanSpace ℝ (Fin 4)) = 1 / 2 := by
  refine ⟨?_, (EuclideanSpace.basisFun (Fin 4) ℝ).orthonormal, fun i => ?_⟩
  · rw [EuclideanSpace.norm_eq, Real.sqrt_eq_one]
    simp only [Fin.sum_univ_four, Real.norm_eq_abs, sq_abs]
    norm_num
  · rw [EuclideanSpace.basisFun_apply, EuclideanSpace.inner_single_left]
    simp

end

end StarOverlapDependence
```

```lean
#print axioms StarOverlapDependence.gram_eq_starOverlap
#print axioms StarOverlapDependence.small_overlaps_dependent
#print axioms StarOverlapDependence.remainder_norm_sq
```

```
'StarOverlapDependence.gram_eq_starOverlap' depends on axioms: [propext, Classical.choice, Quot.sound]
'StarOverlapDependence.small_overlaps_dependent' depends on axioms: [propext, Classical.choice, Quot.sound]
'StarOverlapDependence.remainder_norm_sq' depends on axioms: [propext, Classical.choice, Quot.sound]
```

### How the Lean statements describe the basis

The matrix `starOverlap s` is indexed by `Option ι`: `none` is the central function and `some i` is neighbour `i`, so v_c is `v none` and v_i is `v (some i)`. The index type `ι` is finite and may be empty. The unit diagonal and the zeros between different neighbours are built into the definition. The number r is `coupling s`.

`IsLowestEigenvalue A μ` says that μ is the least element of the set of real numbers that have a nonzero real eigenvector. It therefore says both that μ is an eigenvalue and that no real eigenvalue lies below it. For a real symmetric matrix such as this one, all eigenvalues are real, so this is the usual meaning.

`lowest_eigenvalue` and `posDef_iff` are the general results for unequal overlaps. `equal_overlaps` specialises them to `Fin n`, and `small_overlaps_dependent` treats k² neighbours with overlap 1/k. Its condition `k ≠ 0` excludes the case without neighbours, where the eigenvalue is 1 and not 0.

Functions enter through `gram_eq_starOverlap`. In any real inner product space, a normalised `φ` and an orthonormal family `χ` with `inner ℝ (χ i) φ = s i` have `starOverlap s` as their matrix of inner products. `remainder_norm_sq` gives the norm of the remainder under the same assumptions, and `remainder_norm_sq_witness` supplies an example that meets them: four coordinate vectors and a unit vector that overlaps each of them by 1/2.

The orthonormality of the neighbours is an idealisation. Gaussians on neighbouring atoms generally overlap one another, and then the formula for the eigenvalue no longer applies as it stands. The overlaps are also taken as given numbers; no exponents or distances appear.

### From the quadratic form to the threshold in Lean

`mulVec_none` and `mulVec_some` are the two components of S v, and `coupling_sq` states r² = Σ s_i².

In `quadratic_form_bound`, `hform` expands vᵀ S v and `hlen` expands vᵀ v. The step `hT` is Cauchy–Schwarz, obtained by comparing squares. The number m appears as `coupling` applied to the neighbour coefficients. `hsq` says that r (|v_c| − m)² is not negative, `hexp` multiplies this square out, and `linarith` combines the inequalities into the bound.

`exists_eigenvector` separates r = 0 from r ≠ 0, as above. In the first case a vanishing sum of squares forces every s_i to vanish, and the central function is used. In the second, the unnormalised vector (−r, s_i) is inserted and both components are checked with `ring`.

`lowest_eigenvalue` takes this eigenvector for membership in the set. For the lower bound it puts S v = μ v into the quadratic form and cancels the positive number vᵀ v.

`posDef_iff` uses the same two results. If S is positive definite, its form is positive on the eigenvector, so 1 − r > 0 and r² < 1. Conversely, r² < 1 gives 1 − r > 0, and the quadratic bound makes the form positive on every nonzero vector. The symmetry of S, which `PosDef` includes, is checked entry by entry.

For equal overlaps, `equal_overlaps` evaluates the sum as n s² and its root as √n |s|. `small_overlaps_dependent` then inserts n = k² and s = 1/k, which gives 1 − k · (1/k) = 0.

On the side of the functions, `gram_eq_starOverlap` compares the four kinds of matrix element: centre with centre, the two mixed kinds, and neighbour with neighbour. `remainder_norm_sq` computes the cross term in `h1` and the squared norm of the projection in `h2`, then expands the square of the difference. The witness is verified by evaluating its norm and its inner products with the coordinate vectors.
